# Second-order perturbation theory with cubic and quartic terms gives the Morse level formula exactly

If I don't know what second-order perturbation theory should give for a Morse oscillator, a mismatch between my perturbative levels and the exact ones tells me little: it may be a bug, or it may be the neglected higher orders. I have read that there should be no mismatch. For $V(x)=D(1-e^{-ax})^2$, the cubic and quartic force constants are said to reproduce the exact anharmonicity $-w^2/(4D)$, where $w^2=V''(0)$ and $\hbar=m=1$. Can this be derived in full and machine-checked, including the sum over states and the Schrödinger equation?

## From force constants to levels

Yes. Write $V=D(1-2e^{-ax}+e^{-2ax})$. For $k\ge1$ the $k$-th derivative at 0 is $D[(-2a)^k-2(-a)^k]$, so
$$w^2=2Da^2,\qquad V_3=-6Da^3,\qquad V_4=14Da^4.$$

The perturbation is $V_3x^3/6+V_4x^4/24$, with $x=(b+b^\dagger)/\sqrt{2w}$, where $b$ and $b^\dagger$ are the lowering and raising operators of the harmonic oscillator with frequency $w$. Orders are counted in powers of $a$ at fixed $w$: $V_3=-3w^2a$ is of first order and $V_4=7w^2a^2$ of second. To second order in $a$, the cubic term therefore enters through its sum over states and the quartic term only through its mean value; the $V_4^2$ shift is of fourth order and is left out. Put $q=b+b^\dagger$. For normalised oscillator states,
$$|\langle n{+}1|q^3|n\rangle|^2=9(n+1)^3,\qquad |\langle n{+}3|q^3|n\rangle|^2=(n+1)(n+2)(n+3),$$
$$\langle n|q^4|n\rangle=3(2n^2+2n+1).$$
The downward couplings are $9n^3$ and $n(n-1)(n-2)$, which vanish when the lower level doesn't exist. The cubic term has no diagonal element, and its second-order shift is
$$\frac{V_3^2}{288w^4}\Big[9n^3-9(n+1)^3+\tfrac{n(n-1)(n-2)-(n+1)(n+2)(n+3)}{3}\Big]=-\frac{V_3^2(30n^2+30n+11)}{288w^4}.$$

With $\nu=n+\tfrac12$, so that $n^2+n=\nu^2-\tfrac14$, adding the quartic shift gives
$$E_n=w\nu+\Big(\frac{V_4}{16w^2}-\frac{5V_3^2}{48w^4}\Big)\nu^2+\Big(\frac{V_4}{64w^2}-\frac{7V_3^2}{576w^4}\Big).$$
For Morse the first bracket is $\tfrac{7}{16}a^2-\tfrac{15}{16}a^2=-\tfrac12a^2=-w^2/(4D)$, and the second is $\tfrac{7}{64}a^2-\tfrac{7}{64}a^2=0$.

## The same energy in the Schrödinger equation

Let $l=w/a^2$, $s=l-\nu$ and $y=2le^{-ax}$, and try $\psi=e^{-y/2-sax}Q(y)$ with $Q$ a polynomial. One derivative in $x$ replaces $Q$ by $a[(y/2-s)Q-yQ']$. Two derivatives replace it by
$$a^2\big\{y^2Q''+y(2s+1-y)Q'+[(y/2-s)^2-y/2]\,Q\big\}.$$
Since $D=l^2a^2/2$ and $E_n=\tfrac12a^2(l^2-s^2)$, we have $2(V-E_n)=a^2(y^2/4-ly+s^2)$. Subtracting, $\psi''=2(V-E_n)\psi$ becomes
$$y\,[\,yQ''+(2s+1-y)Q'+nQ\,]=0,$$
which is Laguerre's equation of order $\alpha=2s$.

With $\alpha$ held fixed, a polynomial solution $L_n$ for each $n$ follows from $L_0=1$ and $L_{n+1}=yL_n'+cL_n$, where $c=n+1+\alpha-y$. Let $R_n=yL_n''+(\alpha+1-y)L_n'+nL_n$. Inserting
$$L_{n+1}'=yL_n''+(c+1)L_n'-L_n,\qquad L_{n+1}''=yL_n'''+(c+2)L_n''-2L_n'$$
gives $R_{n+1}=yR_n'+(c+1)R_n$. As $R_0=0$, every $R_n$ vanishes.

## What the theorems say

`anharmonicity` states the two bracket identities for `D`, `a` positive and `w ^ 2` equal to the second derivative at 0. `secondOrder_exact` adds `0 < w` and says, for every natural number `n`, that the perturbative energy is $w\nu-w^2\nu^2/(4D)$ and that `morseState a (w / a ^ 2) n` solves the full Morse equation with that energy.

In `secondOrder`, the sum runs over all intermediate levels `m` except `n`. The matrix elements come from `ladder`, which uses the unnormalised states $(b^\dagger)^n|0\rangle$: the normalised element $\langle m|q^k|n\rangle$ is $\sqrt{m!/n!}$ times `ladder k m n`. These factors cancel in the product `ladder 3 n m * ladder 3 m n`. Likewise, `laguerre` is $n!$ times the usual polynomial.

`Solves` means the differential equation on the whole line, with no boundary condition or normalisation. The bound-state reading holds for $n+\tfrac12<w/a^2$: then $s>0$ and $\psi$ decays at both ends, through $e^{-y/2}$ on the left and $e^{-sax}$ on the right. The file leaves this step out. For $D=\tfrac12$, $a=1$, $w=1$, only $n=0$ meets the condition. At $n=1$ the formula repeats the ground state: the energy is again $\tfrac38$, and $\psi$ is a multiple of the $n=0$ function. At $n=2$ the formula gives $-\tfrac58$, below the bottom of the well, and the solution grows like $e^{3x/2}$.

In Lean 4 with Mathlib:

```lean
import Mathlib

open Polynomial

namespace MorsePerturbation

noncomputable section

/-- The Morse potential with depth `D` and range parameter `a`. -/
def morse (D a x : ℝ) : ℝ := D * (1 - Real.exp (-a * x)) ^ 2

/-- `ladder k m n` is the coefficient of `(b†)^m|0⟩` in `(b + b†)^k (b†)^n|0⟩`. -/
def ladder : ℕ → ℕ → ℕ → ℝ
  | 0, m, n => if m = n then 1 else 0
  | k + 1, 0, n => ladder k 1 n
  | k + 1, m + 1, n => ladder k m n + ((m : ℝ) + 2) * ladder k (m + 2) n

/-- Energy of level `n` for the perturbation `V3 x³/6 + V4 x⁴/24` of an oscillator with `w > 0`
(`ħ = m = 1`): first order in both terms, and second order in the cubic one. -/
def secondOrder (w V3 V4 : ℝ) (n : ℕ) : ℝ :=
  w * (n + 1 / 2) + V3 / 6 * ladder 3 n n / Real.sqrt (2 * w) ^ 3
    + V4 / 24 * ladder 4 n n / (2 * w) ^ 2
    + ∑' m : ℕ, if m = n then 0 else
      (V3 / 6) ^ 2 * (ladder 3 n m * ladder 3 m n) / (2 * w) ^ 3 / (w * ((n : ℝ) - m))

/-- `ψ` solves the Schrödinger equation `-ψ''/2 + V ψ = E ψ`. -/
def Solves (V : ℝ → ℝ) (E : ℝ) (ψ : ℝ → ℝ) : Prop :=
  ∃ φ : ℝ → ℝ, (∀ x, HasDerivAt ψ (φ x) x) ∧ ∀ x, HasDerivAt φ (2 * (V x - E) * ψ x) x

/-- Laguerre polynomials of order `α`, multiplied by `n!`. -/
def laguerre (α : ℝ) : ℕ → ℝ[X]
  | 0 => 1
  | n + 1 => X * derivative (laguerre α n) + (C ((n : ℝ) + 1 + α) - X) * laguerre α n

/-- A polynomial in `2 l exp(-a x)` times the Morse envelope. -/
def envelope (a l s : ℝ) (Q : ℝ[X]) (x : ℝ) : ℝ :=
  Real.exp (-l * Real.exp (-a * x) - s * a * x) * Q.eval (2 * l * Real.exp (-a * x))

/-- The unnormalised Morse wavefunction formula with index `n` and well parameter `l`, taken for
every `n`, whether or not there is a bound state with that number. -/
def morseState (a l : ℝ) (n : ℕ) : ℝ → ℝ :=
  envelope a l (l - n - 1 / 2) (laguerre (2 * (l - n - 1 / 2)) n)

/-- The second, third and fourth derivatives of the Morse potential at `x = 0`. -/
theorem morse_derivs (D a : ℝ) : iteratedDeriv 2 (morse D a) 0 = 2 * D * a ^ 2 ∧
    iteratedDeriv 3 (morse D a) 0 = -6 * D * a ^ 3 ∧
    iteratedDeriv 4 (morse D a) 0 = 14 * D * a ^ 4 := by
  have he (c x : ℝ) : HasDerivAt (fun x => Real.exp (c * x)) (c * Real.exp (c * x)) x :=
    (((hasDerivAt_id' x).const_mul c).exp).congr_deriv (by ring)
  have H (k : ℕ) : iteratedDeriv (k + 1) (morse D a) = fun x =>
      D * ((-2 * a) ^ (k + 1) * Real.exp (-2 * a * x)
        - 2 * (-a) ^ (k + 1) * Real.exp (-a * x)) := by
    induction k with
    | zero =>
      funext x
      rw [zero_add, iteratedDeriv_one]
      refine (((((he (-a) x).const_sub 1).fun_pow 2).const_mul D).congr_deriv ?_).deriv
      rw [show -2 * a * x = -a * x + -a * x by ring, Real.exp_add]
      push_cast
      ring
    | succ k ih =>
      funext x
      rw [iteratedDeriv_succ, ih]
      exact (((((he (-2 * a) x).const_mul _).fun_sub
        ((he (-a) x).const_mul _)).const_mul D).congr_deriv (by ring)).deriv
  refine ⟨(congrFun (H 1) 0).trans ?_, (congrFun (H 2) 0).trans ?_,
    (congrFun (H 3) 0).trans ?_⟩ <;> simp only [mul_zero, Real.exp_zero] <;> ring

/-- The Morse derivatives give the anharmonicity `-w²/(4D)`, and the constant shift cancels. -/
theorem anharmonicity {D a w : ℝ} (hD : 0 < D) (ha : 0 < a)
    (hw : w ^ 2 = iteratedDeriv 2 (morse D a) 0) :
    iteratedDeriv 4 (morse D a) 0 / (16 * w ^ 2)
      - 5 * iteratedDeriv 3 (morse D a) 0 ^ 2 / (48 * w ^ 4) = -w ^ 2 / (4 * D) ∧
    iteratedDeriv 4 (morse D a) 0 / (64 * w ^ 2)
      - 7 * iteratedDeriv 3 (morse D a) 0 ^ 2 / (576 * w ^ 4) = 0 := by
  obtain ⟨h2, h3, h4⟩ := morse_derivs D a
  rw [h2] at hw
  rw [h3, h4, show w ^ 4 = (w ^ 2) ^ 2 by ring, hw]
  constructor <;> field_simp <;> ring

/-- The cubic and quartic ladder coefficients that enter the level shifts. -/
theorem ladder_values (n : ℕ) : ladder 3 n (n + 3) = ((n : ℝ) + 1) * (n + 2) * (n + 3) ∧
    ladder 3 n (n + 1) = 3 * ((n : ℝ) + 1) ^ 2 ∧ ladder 3 (n + 1) n = 3 * ((n : ℝ) + 1) ∧
    ladder 3 (n + 3) n = 1 ∧ ladder 4 n n = 3 * (2 * (n : ℝ) ^ 2 + 2 * n + 1) := by
  refine ⟨?_, ?_, ?_, ?_, ?_⟩ <;> rcases n with _ | _ | _ | _ | n <;>
    simp (disch := omega) only [ladder, if_neg, reduceIte] <;> push_cast <;> ring

/-- The perturbative level formula for arbitrary cubic and quartic force constants. -/
theorem secondOrder_eq {w : ℝ} (hw : 0 < w) (V3 V4 : ℝ) (n : ℕ) :
    secondOrder w V3 V4 n = w * (n + 1 / 2)
      + (V4 / (16 * w ^ 2) - 5 * V3 ^ 2 / (48 * w ^ 4)) * (n + 1 / 2) ^ 2
      + (V4 / (64 * w ^ 2) - 7 * V3 ^ 2 / (576 * w ^ 4)) := by
  -- the cubic term couples only levels that differ by one or three
  have hz (m n : ℕ) (h1 : m ≠ n + 1) (h2 : m ≠ n + 3) (h3 : n ≠ m + 1) (h4 : n ≠ m + 3) :
      ladder 3 m n = 0 := by
    rcases m with _ | _ | _ | m <;>
      simp (disch := omega) only [ladder, if_neg, mul_zero, add_zero]
  have hsum : (∑' m : ℕ, if m = n then 0 else
      (V3 / 6) ^ 2 * (ladder 3 n m * ladder 3 m n) / (2 * w) ^ 3 / (w * ((n : ℝ) - m)))
      = -V3 ^ 2 / (288 * w ^ 4) * (30 * (n : ℝ) ^ 2 + 30 * n + 11) := by
    match n with
    | 0 | 1 | 2 =>
      rw [tsum_eq_sum (s := Finset.range 6) (by
        intro m hm
        rw [Finset.mem_range] at hm
        rw [hz m _ (by omega) (by omega) (by omega) (by omega)]
        simp)]
      norm_num [Finset.sum_range_succ, ladder]
      field_simp
      ring
    | k + 3 =>
      rw [tsum_eq_sum (s := {k, k + 2, k + 4, k + 6}) (by
        intro m hm
        simp only [Finset.mem_insert, Finset.mem_singleton, not_or] at hm
        rw [hz m _ (by omega) (by omega) (by omega) (by omega)]
        simp), Finset.sum_insert (by simp), Finset.sum_insert (by simp),
        Finset.sum_insert (by simp), Finset.sum_singleton]
      have A := ladder_values k
      have B := ladder_values (k + 2)
      have E := ladder_values (k + 3)
      simp only [Nat.add_assoc, Nat.reduceAdd] at A B E
      have d1 : ((k + 3 : ℕ) : ℝ) - (k : ℝ) = 3 := by push_cast; ring
      have d2 : ((k + 3 : ℕ) : ℝ) - ((k + 2 : ℕ) : ℝ) = 1 := by push_cast; ring
      have d3 : ((k + 3 : ℕ) : ℝ) - ((k + 4 : ℕ) : ℝ) = -1 := by push_cast; ring
      have d4 : ((k + 3 : ℕ) : ℝ) - ((k + 6 : ℕ) : ℝ) = -3 := by push_cast; ring
      rw [d1, d2, d3, d4]
      simp (disch := omega) only [if_neg, A, B, E]
      push_cast
      field_simp
      ring
  rw [secondOrder, hsum, hz n n (by omega) (by omega) (by omega) (by omega),
    (ladder_values n).2.2.2.2]
  simp only [mul_zero, zero_div, add_zero]
  field_simp
  ring

/-- Laguerre's differential equation. -/
theorem laguerre_ode (α : ℝ) (n : ℕ) : X * derivative (derivative (laguerre α n))
    + (C α + 1 - X) * derivative (laguerre α n) + (n : ℝ[X]) * laguerre α n = 0 := by
  induction n with
  | zero => simp [laguerre]
  | succ n ih =>
    have h := congrArg derivative ih
    simp only [laguerre, derivative_sub, derivative_mul, derivative_X,
      derivative_C, derivative_one, derivative_natCast, derivative_zero, map_add,
      map_natCast, map_one, Nat.cast_add, Nat.cast_one] at h ⊢
    linear_combination X * h + (2 + (n : ℝ[X]) + C α - X) * ih

/-- For positive order the Laguerre polynomials are positive at the origin. -/
theorem laguerre_pos {α : ℝ} (hα : 0 < α) (n : ℕ) : 0 < (laguerre α n).eval 0 := by
  induction n with
  | zero => simp [laguerre]
  | succ n ih =>
    simp only [laguerre, eval_add, eval_mul, eval_sub, eval_X, eval_C, zero_mul, zero_add,
      sub_zero]
    exact mul_pos (by positivity) ih

/-- Differentiating an envelope function changes only its polynomial factor. -/
theorem envelope_deriv (a l s : ℝ) (Q : ℝ[X]) (x : ℝ) : HasDerivAt (envelope a l s Q)
    (envelope a l s (C a * ((C (1 / 2) * X - C s) * Q - X * derivative Q)) x) x := by
  have he : HasDerivAt (fun x => Real.exp (-a * x)) (-a * Real.exp (-a * x)) x :=
    (((hasDerivAt_id' x).const_mul (-a)).exp).congr_deriv (by ring)
  have h1 := ((he.const_mul (-l)).fun_sub ((hasDerivAt_id' x).const_mul (s * a))).exp
  have h2 := (Q.hasDerivAt (2 * l * Real.exp (-a * x))).comp x (he.const_mul (2 * l))
  refine (h1.fun_mul h2).congr_deriv ?_
  simp only [envelope, eval_mul, eval_sub, eval_C, eval_X, Function.comp_apply]
  ring

/-- The second-order energy of level `n`, built from the Morse derivatives, equals `w (n + 1/2) -
w²/(4D) (n + 1/2)²`, and `morseState a (w / a ^ 2) n` solves the full Schrödinger equation with this
energy. -/
theorem secondOrder_exact {D a w : ℝ} (hD : 0 < D) (ha : 0 < a) (hw0 : 0 < w)
    (hw : w ^ 2 = iteratedDeriv 2 (morse D a) 0) (n : ℕ) :
    secondOrder w (iteratedDeriv 3 (morse D a) 0) (iteratedDeriv 4 (morse D a) 0) n
      = w * (n + 1 / 2) - w ^ 2 / (4 * D) * (n + 1 / 2) ^ 2 ∧
    Solves (morse D a) (secondOrder w (iteratedDeriv 3 (morse D a) 0)
      (iteratedDeriv 4 (morse D a) 0) n) (morseState a (w / a ^ 2) n) := by
  have A := anharmonicity hD ha hw
  have hE : secondOrder w (iteratedDeriv 3 (morse D a) 0) (iteratedDeriv 4 (morse D a) 0) n
      = w * (n + 1 / 2) - w ^ 2 / (4 * D) * (n + 1 / 2) ^ 2 := by
    rw [secondOrder_eq hw0]
    linear_combination ((n : ℝ) + 1 / 2) ^ 2 * A.1 + A.2
  refine ⟨hE, _, fun x => envelope_deriv _ _ _ _ x, fun x => ?_⟩
  refine (envelope_deriv _ _ _ _ x).congr_deriv ?_
  have hw2 := hw.trans (morse_derivs D a).1
  have h4 : w ^ 2 / (4 * D) = a ^ 2 / 2 := by
    rw [hw2, div_eq_div_iff (by positivity) (by norm_num)]
    ring
  rw [hE, h4]
  obtain ⟨l, hl⟩ : ∃ l, l = w / a ^ 2 := ⟨_, rfl⟩
  rw [← hl]
  have hwl : w = l * a ^ 2 := by rw [hl]; field_simp
  have hDl : D = l ^ 2 * a ^ 2 / 2 := by
    have h : a ^ 2 * D = a ^ 2 * (l ^ 2 * a ^ 2 / 2) := by
      rw [hwl] at hw2
      linear_combination -hw2 / 2
    exact mul_left_cancel₀ (by positivity) h
  -- the Schrödinger equation reduces to Laguerre's equation
  have h := congrArg (eval (2 * l * Real.exp (-a * x))) (laguerre_ode (2 * (l - n - 1 / 2)) n)
  simp only [eval_add, eval_mul, eval_sub, eval_X, eval_C, eval_one, eval_natCast,
    eval_zero] at h
  simp only [morseState, envelope, morse, derivative_mul, derivative_sub, derivative_C,
    derivative_X, eval_add, eval_mul, eval_sub, eval_X, eval_C, eval_one, eval_zero]
  rw [hwl, hDl]
  linear_combination (Real.exp (-l * Real.exp (-a * x) - (l - n - 1 / 2) * a * x)
    * a ^ 2 * (2 * l * Real.exp (-a * x))) * h

end

end MorsePerturbation
```

```lean
#print axioms MorsePerturbation.laguerre_pos
#print axioms MorsePerturbation.secondOrder_exact
```

```
'MorsePerturbation.laguerre_pos' depends on axioms: [propext, Classical.choice, Quot.sound]
'MorsePerturbation.secondOrder_exact' depends on axioms: [propext, Classical.choice, Quot.sound]
```

## How the proof follows the derivation

- `morse_derivs` finds all derivatives by induction and evaluates three of them; `anharmonicity` substitutes them and clears denominators.
- `ladder_values` supplies the matrix elements. In `secondOrder_eq`, `hz` shows that the cubic term couples only levels differing by one or three, and `tsum_eq_sum` makes the infinite sum finite. Levels 0, 1 and 2 are computed separately because some lower neighbours are missing.
- `laguerre_ode` is the induction on $R_n$; its `linear_combination` is the recursion for $R_{n+1}$.
- `envelope_deriv` is the one-derivative rule. `secondOrder_exact` applies it twice and closes with a multiple of Laguerre's equation.
- `laguerre_pos` shows $L_n(0)>0$ for $\alpha>0$. The main theorem doesn't use it, but it supports the bound-state reading: $\psi$ is then nonzero at large $x$.

## Checking an anharmonic code

For a single mode, second-order vibrational perturbation theory gives the first bracket as the coefficient of $\nu^2$; with several modes, force constants that couple them also enter. For a single Morse mode the answer is known: $D=\tfrac12$, $a=1$ gives $w=1$, $V_3=-3$, $V_4=7$ and anharmonicity $\tfrac7{16}-\tfrac{15}{16}=-\tfrac12$. In this one-dimensional test, a deviation points to the derivatives or the implementation, not to missing higher orders.

The frequency must be the harmonic one. With the same potential but $w=2$, which violates $w^2=V''(0)$, the bracket is $\tfrac{13}{256}$, while $-w^2/(4D)=-2$. The oscillator basis then has the wrong curvature, and a quadratic perturbation has been left out.
